# A sufficient condition for a pure density to be Frobenius-closest at fixed trace

In a finite orthonormal basis, a single-determinant density is taken to be a real symmetric idempotent matrix, whose trace counts the occupied orbitals. `closest_idempotent` says that if `(D - μ)P` and `(μ - D)(1 - P)` are positive semidefinite for a real matrix `D`, a real number `μ` and such a density `P`, then no other such density of the same trace is nearer to `D` in Frobenius norm. The attempt takes the more general `distance_bound` at `δ = 0`, where the gap term vanishes, and uses the equal traces to remove the particle-number term.

As first written in Lean, the proof fails:

```lean
import Mathlib

open Matrix

namespace ClosestIdempotent

noncomputable section

variable {n : Type*} [Fintype n] [DecidableEq n]

/-- The squared Frobenius norm `tr (A Aᵀ)` of a real matrix. -/
def frobSq (A : Matrix n n ℝ) : ℝ := trace (A * Aᵀ)

/-- A pure (single-determinant) density in an orthonormal basis: a real symmetric idempotent. -/
structure IsPure (P : Matrix n n ℝ) : Prop where
  isSymm : Pᵀ = P
  idem : P * P = P

omit [DecidableEq n] in
/-- The squared distance from `D` to a pure density `Q` depends on `Q` only through
`tr (D Q)` and `tr Q`. -/
theorem frobSq_sub (D : Matrix n n ℝ) {Q : Matrix n n ℝ} (hQ : IsPure Q) :
    frobSq (D - Q) = frobSq D - 2 * trace (D * Q) + trace Q := by
  have h : trace (Q * Dᵀ) = trace (D * Q) := by
    rw [← Matrix.trace_transpose (Q * Dᵀ), Matrix.transpose_mul,
      Matrix.transpose_transpose, hQ.isSymm]
  unfold frobSq
  rw [Matrix.transpose_sub, hQ.isSymm, sub_mul, mul_sub, mul_sub, hQ.idem]
  simp only [Matrix.trace_sub]
  rw [h]
  ring

omit [DecidableEq n] in
/-- A positive semidefinite matrix has nonnegative trace against a pure density. -/
theorem trace_mul_nonneg {A R : Matrix n n ℝ} (hA : A.PosSemidef) (hR : IsPure R) :
    0 ≤ trace (A * R) := by
  have h := (hA.conjTranspose_mul_mul_same R).trace_nonneg
  rwa [Matrix.conjTranspose_eq_transpose_of_trivial, hR.isSymm, Matrix.trace_mul_cycle,
    hR.idem, Matrix.trace_mul_comm] at h

/-- Let `P` be pure. If `D` is at least `μ + δ` on the occupied space of `P` and at most `μ - δ` on
its complement, in the sense of the two positivity conditions, the squared distance from `D` to any
pure `Q` is bounded below by the sum of that to `P`, a gap term and a particle-number term. -/
theorem distance_bound {D P Q : Matrix n n ℝ} {μ δ : ℝ} (hP : IsPure P) (hQ : IsPure Q)
    (hocc : ((D - μ • (1 : Matrix n n ℝ)) * P - δ • P).PosSemidef)
    (hvirt : ((μ • (1 : Matrix n n ℝ) - D) * (1 - P) - δ • (1 - P)).PosSemidef) :
    frobSq (D - P) + 2 * δ * frobSq (P - Q) + (1 - 2 * μ) * (trace Q - trace P)
      ≤ frobSq (D - Q) := by
  have hR : IsPure (1 - Q) :=
    ⟨by rw [Matrix.transpose_sub, Matrix.transpose_one, hQ.isSymm],
     by rw [sub_mul, one_mul, mul_sub, mul_one, hQ.idem, sub_self, sub_zero]⟩
  -- split `(D - μ)(P - Q)` into an occupied and a virtual part
  have k : (D - μ • (1 : Matrix n n ℝ)) * P * (1 - Q)
      + (μ • (1 : Matrix n n ℝ) - D) * (1 - P) * Q
      = (D * P - μ • P) - (D * Q - μ • Q) := by
    have a : ∀ X : Matrix n n ℝ, (D - μ • (1 : Matrix n n ℝ)) * X = D * X - μ • X :=
      fun X => by rw [sub_mul, smul_mul_assoc, one_mul]
    rw [← a P, ← a Q, ← neg_sub D (μ • (1 : Matrix n n ℝ))]
    generalize D - μ • (1 : Matrix n n ℝ) = M
    noncomm_ring
  have t := congrArg Matrix.trace k
  simp only [Matrix.trace_add, Matrix.trace_sub, Matrix.trace_smul, smul_eq_mul] at t
  have s : ∀ X Y Z : Matrix n n ℝ,
      trace ((X - δ • Y) * Z) = trace (X * Z) - δ * trace (Y * Z) := fun X Y Z => by
    rw [sub_mul, smul_mul_assoc, Matrix.trace_sub, Matrix.trace_smul, smul_eq_mul]
  -- the trace of each part stays nonnegative after its `δ` term is subtracted
  have h1 := trace_mul_nonneg hocc hR
  have h2 := trace_mul_nonneg hvirt hQ
  have p1 : trace (P * (1 - Q)) = trace P - trace (P * Q) := by
    rw [mul_sub, mul_one, Matrix.trace_sub]
  have p2 : trace ((1 - P) * Q) = trace Q - trace (P * Q) := by
    rw [sub_mul, one_mul, Matrix.trace_sub]
  have d : frobSq P = trace P := by
    unfold frobSq
    rw [hP.isSymm, hP.idem]
  rw [s, p1] at h1
  rw [s, p2] at h2
  rw [frobSq_sub D hQ, frobSq_sub D hP, frobSq_sub P hQ, d]
  linarith

/-- If `(D - μ)P` and `(μ - D)(1 - P)` are positive semidefinite, the pure density `P` is
Frobenius-closest to `D` among all pure densities of the same trace. -/
theorem closest_idempotent {D P : Matrix n n ℝ} {μ : ℝ} (hP : IsPure P)
    (hocc : ((D - μ • (1 : Matrix n n ℝ)) * P).PosSemidef)
    (hvirt : ((μ • (1 : Matrix n n ℝ) - D) * (1 - P)).PosSemidef)
    {Q : Matrix n n ℝ} (hQ : IsPure Q) (htr : trace Q = trace P) :
    frobSq (D - P) ≤ frobSq (D - Q) := by
  have h := distance_bound (δ := 0) hP hQ (by rwa [zero_smul, sub_zero])
    (by rwa [zero_smul, sub_zero])
  rw [htr] at h
  linarith

end

end ClosestIdempotent
```

The error:

```
Main.lean:88:46: error: Tactic `assumption` failed

n : Type u_1
inst✝¹ : Fintype n
inst✝ : DecidableEq n
D P : Matrix n n ℝ
μ : ℝ
hP : IsPure P
hocc : ((D - μ • 1) * P).PosSemidef
hvirt : ((μ • 1 - D) * (1 - P)).PosSemidef
Q : Matrix n n ℝ
hQ : IsPure Q
htr : Q.trace = P.trace
⊢ (?m.96 * P - 0 • P).PosSemidef
Main.lean:91:2: error: linarith failed to find a contradiction
n : Type u_1
inst✝¹ : Fintype n
inst✝ : DecidableEq n
D P : Matrix n n ℝ
μ : ℝ
hP : IsPure P
hocc : ((D - μ • 1) * P).PosSemidef
hvirt : ((μ • 1 - D) * (1 - P)).PosSemidef
Q : Matrix n n ℝ
hQ : IsPure Q
htr : Q.trace = P.trace
h : frobSq (sorry - P) + 2 * 0 * frobSq (P - Q) + (1 - 2 * 0) * (P.trace - P.trace) ≤ frobSq (sorry - Q)
a✝ : frobSq (D - Q) < frobSq (D - P)
⊢ False
failed
```

The mended proof, as a diff:

```diff
@@ -86,6 +86,6 @@
     {Q : Matrix n n ℝ} (hQ : IsPure Q) (htr : trace Q = trace P) :
     frobSq (D - P) ≤ frobSq (D - Q) := by
-  have h := distance_bound (δ := 0) hP hQ (by rwa [zero_smul, sub_zero])
-    (by rwa [zero_smul, sub_zero])
+  have h := distance_bound (D := D) (μ := μ) (δ := 0) hP hQ
+    (by rwa [zero_smul, sub_zero]) (by rwa [zero_smul, sub_zero])
   rw [htr] at h
   linarith
```

Cause. The call to `distance_bound` leaves `D` and `μ` to be inferred, but `hP` and `hQ` mention neither, so both are still unknown when the first `rwa` runs. Its `zero_smul` was meant for `0 • P`, but it matches the unknown `μ` times the identity first and sets that `μ` to `0`. Then `sub_zero` removes the zero just made, which leaves the goal `(?m.96 * P - 0 • P).PosSemidef` in the first message, with `0 • P` still there. `assumption` can't close this with `hocc`.

The second error follows from the first. Lean carries on with `sorry` in place of `D` and `0` in place of `μ`, so `h` says nothing about the distances from `D`, and `linarith` can't use it to prove the goal.

The repair passes `(D := D)` and `(μ := μ)` explicitly. Now `zero_smul` can only match the `δ` term, `sub_zero` removes it, and what remains is exactly `hocc` or `hvirt`. `h` then concerns the right matrix, and the unchanged `linarith` succeeds. The moved line break is mere tidying.
